# In a finite orthonormal basis, every rank-N orthogonal projector is the density matrix of N orthonormal orbitals

Let `P` be a complex Hermitian matrix over a finite index set, with `P * P = P` and rank `N`. The lemma states that there is a matrix `C` with `N` columns such that `Cᴴ * C = 1` and `C * Cᴴ = P`. In physics, `P` is then the one-particle density matrix, of trace N, of a single Slater determinant, and the columns of `C` are its occupied orbitals, written in an orthonormal basis. The attempt diagonalises `P` with a unitary `W`, shows from idempotency that every nonzero eigenvalue is one, and takes as `C` the columns of `W` that belong to those eigenvalues. It then checks the two equations entry by entry.

The failing Lean file:

```lean
import Mathlib

open Matrix

namespace ExistsOrbitals

noncomputable section

variable {m n l : Type*} [Fintype m] [Fintype n] {N : ℕ}

/-- Overlaps of orthonormal orbitals `C` with the combinations `C X` return `X`. -/
theorem iso_cancel [DecidableEq n] {C : Matrix m n ℂ} (h : Cᴴ * C = 1) (X : Matrix n l ℂ) :
    Cᴴ * (C * X) = X := by
  rw [← Matrix.mul_assoc, h, Matrix.one_mul]

variable [DecidableEq n]

/-- Every orthogonal projector of rank `N` is the density matrix `C C†` of `N` orthonormal
orbitals, the columns of `C`. -/
theorem exists_orbitals {P : Matrix n n ℂ} (hP : P.IsHermitian) (hPP : P * P = P)
    (hr : P.rank = N) : ∃ C : Matrix n (Fin N) ℂ, Cᴴ * C = 1 ∧ C * Cᴴ = P := by
  obtain ⟨W, d, hW, hs, hc⟩ : ∃ (W : Matrix n n ℂ) (d : n → ℝ), Wᴴ * W = 1 ∧
      P = W * diagonal (fun i => (d i : ℂ)) * Wᴴ ∧ P.rank = Fintype.card {i // d i ≠ 0} := by
    refine ⟨hP.eigenvectorUnitary, hP.eigenvalues,
      Matrix.mem_unitaryGroup_iff'.mp hP.eigenvectorUnitary.2, ?_, ?_⟩
    · have h := hP.spectral_theorem
      rw [Unitary.conjStarAlgAut_apply] at h
      exact h
    · convert hP.rank_eq_card_non_zero_eigs
  have hW' : W * Wᴴ = 1 := mul_eq_one_comm.mp hW
  have hD : Wᴴ * P * W = diagonal (fun i => (d i : ℂ)) := by
    calc Wᴴ * P * W = (Wᴴ * W) * diagonal (fun i => (d i : ℂ)) * (Wᴴ * W) := by
          rw [hs]; simp only [Matrix.mul_assoc]
      _ = _ := by rw [hW, Matrix.one_mul, Matrix.mul_one]
  -- idempotency makes every nonzero occupation equal to one
  have hDD : diagonal (fun i => (d i : ℂ)) * diagonal (fun i => (d i : ℂ))
      = diagonal (fun i => (d i : ℂ)) := by
    calc _ = (Wᴴ * P * W) * (Wᴴ * P * W) := by rw [hD]
      _ = Wᴴ * (P * (W * Wᴴ) * P) * W := by simp only [Matrix.mul_assoc]
      _ = _ := by rw [hW', Matrix.mul_one, hPP, hD]
  have hd : ∀ k, d k ≠ 0 → d k = 1 := by
    intro k hk
    have h := congrFun (congrFun hDD k) k
    rw [Matrix.diagonal_mul_diagonal, Matrix.diagonal_apply_eq, Matrix.diagonal_apply_eq] at h
    have h' : d k * d k = d k := by exact_mod_cast h
    exact mul_left_cancel₀ hk (by rw [h', mul_one])
  let e : Fin N ≃ {i // d i ≠ 0} := (Fintype.equivFinOfCardEq (hc.symm.trans hr)).symm
  have he : Function.Injective fun a => (e a).1 := fun a b h => e.injective (Subtype.ext h)
  refine ⟨fun i a => W i (e a).1, ?_, ?_⟩
  · ext a b
    change (Wᴴ * W) (e a).1 (e b).1 = _
    rw [hW]
    by_cases hab : a = b
    · subst hab; rw [Matrix.one_apply_eq, Matrix.one_apply_eq]
    · rw [Matrix.one_apply_ne hab, Matrix.one_apply_ne fun h => hab (he h)]
  · ext i j
    rw [hs, Matrix.mul_apply, Matrix.mul_apply]
    refine Fintype.sum_of_injective (fun a => (e a).1) he _ _ ?_ ?_
    · intro k hk
      have h0 : d k = 0 := by
        by_contra h
        exact hk ⟨e.symm ⟨k, h⟩, by simp⟩
      rw [Matrix.mul_diagonal, h0, Complex.ofReal_zero, mul_zero, zero_mul]
    · intro a
      rw [Matrix.mul_diagonal, hd _ (e a).2, Complex.ofReal_one, mul_one]
      rfl

end

end ExistsOrbitals
```

The compiler's answer:

```
Main.lean:57:30: error: Tactic `rewrite` failed: Did not find an occurrence of the pattern
  (?m.633 * ?m.634) ?m.635 ?m.636
in the target expression
  ((fun i a => W i ↑(e a)) * (fun i a => W i ↑(e a))ᴴ) i j = ∑ j_1, (W * diagonal fun i => ↑(d i)) i j_1 * Wᴴ j_1 j

case refine_2
n : Type u_2
inst✝¹ : Fintype n
N : ℕ
inst✝ : DecidableEq n
P : Matrix n n ℂ
hP : P.IsHermitian
hPP : P * P = P
hr : P.rank = N
W : Matrix n n ℂ
d : n → ℝ
hW : Wᴴ * W = 1
hs : P = (W * diagonal fun i => ↑(d i)) * Wᴴ
hc : P.rank = Fintype.card { i // d i ≠ 0 }
hW' : W * Wᴴ = 1
hD : Wᴴ * P * W = diagonal fun i => ↑(d i)
hDD : ((diagonal fun i => ↑(d i)) * diagonal fun i => ↑(d i)) = diagonal fun i => ↑(d i)
hd : ∀ (k : n), d k ≠ 0 → d k = 1
e : Fin N ≃ { i // d i ≠ 0 } := (Fintype.equivFinOfCardEq ⋯).symm
he : Function.Injective fun a => ↑(e a)
i j : n
⊢ ((fun i a => W i ↑(e a)) * (fun i a => W i ↑(e a))ᴴ) i j = ∑ j_1, (W * diagonal fun i => ↑(d i)) i j_1 * Wᴴ j_1 j

Note: The target expression is not type-correct under the `implicit` transparency level, which may have triggered the failure. This is usually caused by unfolding of semireducible definitions in prior tactic steps. Use `set_option linter.tacticCheckInstances true` to investigate the source of the issue.
Full error:
  function expected
    W i
```

The repair, with which the file compiles:

```diff
@@ -28,41 +28,32 @@
       exact h
     · convert hP.rank_eq_card_non_zero_eigs
-  have hW' : W * Wᴴ = 1 := mul_eq_one_comm.mp hW
-  have hD : Wᴴ * P * W = diagonal (fun i => (d i : ℂ)) := by
-    calc Wᴴ * P * W = (Wᴴ * W) * diagonal (fun i => (d i : ℂ)) * (Wᴴ * W) := by
-          rw [hs]; simp only [Matrix.mul_assoc]
-      _ = _ := by rw [hW, Matrix.one_mul, Matrix.mul_one]
+  obtain ⟨D, hD⟩ : ∃ D, D = diagonal fun i => (d i : ℂ) := ⟨_, rfl⟩
+  rw [← hD] at hs
   -- idempotency makes every nonzero occupation equal to one
-  have hDD : diagonal (fun i => (d i : ℂ)) * diagonal (fun i => (d i : ℂ))
-      = diagonal (fun i => (d i : ℂ)) := by
-    calc _ = (Wᴴ * P * W) * (Wᴴ * P * W) := by rw [hD]
-      _ = Wᴴ * (P * (W * Wᴴ) * P) * W := by simp only [Matrix.mul_assoc]
-      _ = _ := by rw [hW', Matrix.mul_one, hPP, hD]
+  have hPW : P * W = W * D := by rw [hs, Matrix.mul_assoc, hW, Matrix.mul_one]
+  have hWD : W * (D * D) = W * D := by
+    rw [← Matrix.mul_assoc, ← hPW, Matrix.mul_assoc, ← hPW, ← Matrix.mul_assoc, hPP]
+  have hDD := iso_cancel hW (D * D)
+  rw [hWD, iso_cancel hW, hD] at hDD
   have hd : ∀ k, d k ≠ 0 → d k = 1 := by
     intro k hk
     have h := congrFun (congrFun hDD k) k
-    rw [Matrix.diagonal_mul_diagonal, Matrix.diagonal_apply_eq, Matrix.diagonal_apply_eq] at h
-    have h' : d k * d k = d k := by exact_mod_cast h
-    exact mul_left_cancel₀ hk (by rw [h', mul_one])
-  let e : Fin N ≃ {i // d i ≠ 0} := (Fintype.equivFinOfCardEq (hc.symm.trans hr)).symm
-  have he : Function.Injective fun a => (e a).1 := fun a b h => e.injective (Subtype.ext h)
-  refine ⟨fun i a => W i (e a).1, ?_, ?_⟩
+    rw [diagonal_mul_diagonal, diagonal_apply_eq, diagonal_apply_eq] at h
+    have h' : d k = d k * d k := by exact_mod_cast h
+    exact mul_left_cancel₀ hk (by rw [← h', mul_one])
+  let e := (Fintype.equivFinOfCardEq (hc.symm.trans hr)).symm
+  obtain ⟨f, hf, hf1, hf0⟩ : ∃ f : Fin N → n, Function.Injective f ∧ (∀ a, d (f a) ≠ 0) ∧
+      ∀ k, k ∉ Set.range f → d k = 0 :=
+    ⟨fun a => (e a).1, fun a b h => e.injective (Subtype.ext h), fun a => (e a).2,
+      fun k hk => by_contra fun h => hk ⟨e.symm ⟨k, h⟩, by simp⟩⟩
+  refine ⟨W.submatrix id f, ?_, ?_⟩
   · ext a b
-    change (Wᴴ * W) (e a).1 (e b).1 = _
+    change (Wᴴ * W) (f a) (f b) = _
     rw [hW]
-    by_cases hab : a = b
-    · subst hab; rw [Matrix.one_apply_eq, Matrix.one_apply_eq]
-    · rw [Matrix.one_apply_ne hab, Matrix.one_apply_ne fun h => hab (he h)]
+    simp [Matrix.one_apply, hf.eq_iff]
   · ext i j
-    rw [hs, Matrix.mul_apply, Matrix.mul_apply]
-    refine Fintype.sum_of_injective (fun a => (e a).1) he _ _ ?_ ?_
-    · intro k hk
-      have h0 : d k = 0 := by
-        by_contra h
-        exact hk ⟨e.symm ⟨k, h⟩, by simp⟩
-      rw [Matrix.mul_diagonal, h0, Complex.ofReal_zero, mul_zero, zero_mul]
-    · intro a
-      rw [Matrix.mul_diagonal, hd _ (e a).2, Complex.ofReal_one, mul_one]
-      rfl
+    rw [hs, hD, Matrix.mul_apply, Matrix.mul_apply]
+    exact Fintype.sum_of_injective f hf _ _ (fun k hk => by simp [hf0 k hk])
+      fun a => by simp [hd _ (hf1 a)]
 
 end
```

What went wrong. The second `Matrix.mul_apply` was meant to finish expanding both sides into sums, but the printed goal shows the right side expanded and the left still a product. The first rewrite had passed over the left, and so did the second. The only other product sits under the sum and depends on its bound index, where `rw` cannot rewrite.

The orbitals were given as a bare function, `fun i a => W i (e a).1`. This is accepted as a matrix only if the definition of `Matrix` is unfolded. Lean's note says that the goal is not type-correct at the `implicit` transparency level, where `W i` is not seen as a function, and that this may have triggered the failure.

The repair gives the orbitals as `W.submatrix id f`, which has a `Matrix` type by declaration, so the two rewrites expand both sides. The function `f` packages the old column choice with the facts the proof needs about it. That packaging, the name `D`, the idempotency argument through `iso_cancel` and the shorter `simp` endings are tidying.
